# Deleting every phase strictly above the minimum mixture energy of a finite list leaves that minimum unchanged

An alloy of fixed overall composition can lower its energy by separating into several phases. Given a finite list of candidate phases with computed energies, suppose that one discards each phase that has a higher energy than some mixture of the same composition. But that cheaper mixture may itself contain phases about to be discarded. Is it safe to discard them all at once?

The question arises when ground states are selected from electronic-structure energies or a cluster expansion. The answer below applies to a fixed finite list without mixing entropy. The energy of a mixture is modelled as additive: coexisting phases are taken to have no interfacial or strain energy. Whether the list contains every relevant phase, and whether its energies are accurate, are separate questions.

## Mixtures and the pruned list

Phase $i$ has composition $x_i\in\mathbb R^d$ and energy $E_i$. Compositions and energies must refer to the same amount of matter, for example one atom; $w_i$ is then the fraction of atoms in phase $i$. For a retained list $S$, let $M_S(c)$ be the set of mixtures $w$ satisfying
$$w_i\ge 0,\qquad w_i=0\ \text{for } i\notin S,\qquad \sum_i w_i=1,\qquad \sum_i w_i x_i=c .$$

In Lean, `ι` indexes the phases, `Fin d → ℝ` is $\mathbb R^d$, and `IsMixture x S c w` says $w\in M_S(c)$.

```lean
import Mathlib

open Finset

namespace PhasePruning

noncomputable section

variable {ι : Type*} [Fintype ι] {d : ℕ}

/-- The phase fractions `w` form a mixture of overall composition `c` that uses only phases
from the list `S`. -/
def IsMixture (x : ι → Fin d → ℝ) (S : Finset ι) (c : Fin d → ℝ) (w : ι → ℝ) : Prop :=
  (∀ i, 0 ≤ w i) ∧ (∀ i, i ∉ S → w i = 0) ∧ ∑ i, w i = 1 ∧ ∑ i, w i • x i = c
```

Write $E(w)=\sum_i w_iE_i$ for `mixEnergy`, $R_S$ for the set `reachable` of compositions with at least one mixture, and $m_S(c)$ for `minEnergy`, the infimum of $E(w)$ over $M_S(c)$. Lean assigns the infimum of an empty set the value 0, so energies are compared only at reachable compositions.

```lean
/-- The energy of a mixture: the average of the phase energies weighted by phase fractions. -/
def mixEnergy (E w : ι → ℝ) : ℝ := ∑ i, w i * E i

/-- The compositions that can be reached by mixing phases from the list `S`. -/
def reachable (x : ι → Fin d → ℝ) (S : Finset ι) : Set (Fin d → ℝ) :=
  {c | ∃ w, IsMixture x S c w}

/-- The energies of all mixtures of phases from `S` with overall composition `c`. -/
def mixtureEnergies (x : ι → Fin d → ℝ) (E : ι → ℝ) (S : Finset ι) (c : Fin d → ℝ) : Set ℝ :=
  {e | ∃ w, IsMixture x S c w ∧ mixEnergy E w = e}

/-- The minimum mixture energy at a composition `c` reachable from the list `S`. -/
def minEnergy (x : ι → Fin d → ℝ) (E : ι → ℝ) (S : Finset ι) (c : Fin d → ℝ) : ℝ :=
  sInf (mixtureEnergies x E S c)
```

The full list $U$ is `univ`. The pruned list $P$, `stablePhases`, omits exactly the phases with $m_U(x_i)<E_i$. "Stable" here includes a phase that merely ties with a mixture of others. `PreservesHull` names the property that is asked of a retained list.

```lean
/-- The phases that remain when every phase whose energy lies strictly above the minimum
mixture energy at its own composition is deleted. -/
def stablePhases (x : ι → Fin d → ℝ) (E : ι → ℝ) : Finset ι :=
  univ.filter fun i => ¬ minEnergy x E univ (x i) < E i

/-- Keeping only the phases in `S` changes neither the set of reachable compositions nor the
minimum mixture energy at any of them. -/
def PreservesHull (x : ι → Fin d → ℝ) (E : ι → ℝ) (S : Finset ι) : Prop :=
  reachable x S = reachable x univ ∧
    ∀ c ∈ reachable x univ, minEnergy x E S c = minEnergy x E univ c
```

## (a) Lengthening the list

Show that a mixture from a list remains a mixture when the list grows:
$$S\subseteq T\ \Rightarrow\ M_S(c)\subseteq M_T(c).$$

**Solution.** Only the second condition mentions the list. If $i\notin T$, then $i\notin S$, so $w_i=0$.

```lean
/-- A mixture of phases from a list is also a mixture of phases from any longer list. -/
theorem IsMixture.mono {x : ι → Fin d → ℝ} {S T : Finset ι} {c : Fin d → ℝ} {w : ι → ℝ}
    (h : IsMixture x S c w) (hST : S ⊆ T) : IsMixture x T c w :=
  ⟨h.1, fun i hi => h.2.1 i fun h' => hi (hST h'), h.2.2⟩
```

## (b) A pure phase as a mixture

For $i\in S$, show that phase $i$ alone reaches its own composition with its own energy:
$$x_i\in R_S,\qquad E_i=E(w)\ \text{for some } w\in M_S(x_i).$$

**Solution.** Take $w_j=\delta_{ij}$. The weights are nonnegative, vanish off $S$ and sum to one; the averages are $x_i$ and $E_i$. Lean writes $\delta_{ij}$ as an `if`.

```lean
/-- A phase in the list, taken pure, reaches its own composition with its own energy. -/
theorem pure_phase (x : ι → Fin d → ℝ) (E : ι → ℝ) {S : Finset ι} {i : ι} (hi : i ∈ S) :
    x i ∈ reachable x S ∧ E i ∈ mixtureEnergies x E S (x i) := by
  classical
  have h : IsMixture x S (x i) (fun j => if j = i then 1 else 0) :=
    ⟨fun j => by dsimp only; split_ifs <;> norm_num,
      fun j hj => if_neg fun h => hj (by rw [h]; exact hi), by simp, by simp⟩
  exact ⟨⟨_, h⟩, ⟨_, h, by simp [mixEnergy]⟩⟩
```

## (c) A mixture of least energy exists

For $c\in R_S$, show that the infimum is attained:
$$\exists\,w\in M_S(c):\quad E(w)=m_S(c)\le E(v)\quad\text{for all } v\in M_S(c).$$

**Solution.** The conditions defining $M_S(c)$ are equalities and weak inequalities between continuous functions, so the set is closed. Since $0\le w_i\le\sum_j w_j=1$, it lies in a cube and is compact. It is nonempty, and the continuous function $E$ attains its minimum on it.

In the proof, `hcl` is closedness, `hsub` the cube bound and `hcont` continuity. `IsLeast` states that the value belongs to the set and bounds it from below.

```lean
/-- At every reachable composition the minimum mixture energy is attained by a mixture. -/
theorem minEnergy_isLeast {x : ι → Fin d → ℝ} (E : ι → ℝ) {S : Finset ι} {c : Fin d → ℝ}
    (hc : c ∈ reachable x S) : IsLeast (mixtureEnergies x E S c) (minEnergy x E S c) := by
  -- the admissible phase fractions form a closed subset of a cube
  have hcl : IsClosed {w | IsMixture x S c w} := by
    have h1 : IsClosed {w : ι → ℝ | ∀ i, 0 ≤ w i} := by
      simp only [Set.ofPred_forall]
      exact isClosed_iInter fun i => isClosed_le continuous_const (continuous_apply i)
    have h2 : IsClosed {w : ι → ℝ | ∀ i, i ∉ S → w i = 0} := by
      simp only [Set.ofPred_forall]
      exact isClosed_iInter fun i => isClosed_iInter fun _ =>
        isClosed_eq (continuous_apply i) continuous_const
    have h3 : IsClosed {w : ι → ℝ | ∑ i, w i = 1} :=
      isClosed_eq (by fun_prop) continuous_const
    have h4 : IsClosed {w : ι → ℝ | ∑ i, w i • x i = c} :=
      isClosed_eq (by fun_prop) continuous_const
    exact h1.inter (h2.inter (h3.inter h4))
  have hsub : {w | IsMixture x S c w} ⊆ Set.Icc (0 : ι → ℝ) 1 := by
    intro w hw
    refine ⟨fun i => hw.1 i, fun i => ?_⟩
    calc w i ≤ ∑ j, w j := Finset.single_le_sum (fun j _ => hw.1 j) (mem_univ i)
      _ = 1 := hw.2.2.1
  have hcont : Continuous fun w : ι → ℝ => mixEnergy E w := by
    show Continuous fun w : ι → ℝ => ∑ i, w i * E i
    fun_prop
  obtain ⟨w, hw, hmin⟩ := (isCompact_Icc.of_isClosed_subset hcl hsub).exists_isMinOn hc
    hcont.continuousOn
  have h : IsLeast (mixtureEnergies x E S c) (mixEnergy E w) := by
    refine ⟨⟨w, hw, rfl⟩, ?_⟩
    rintro _ ⟨v, hv, rfl⟩
    exact isMinOn_iff.mp hmin v hv
  have he : minEnergy x E S c = mixEnergy E w := h.csInf_eq
  rw [he]
  exact h
```

## (d) Replacing one phase by a mixture

Let $w\in M_U(c)$ and $v\in M_U(x_i)$. Find $u\in M_U(c)$ with
$$E(u)=E(w)-w_i\,(E_i-E(v)).$$

**Solution.** Put $u_j=w_j+w_i(v_j-\delta_{ij})$. For $j\ne i$ both contributions are nonnegative, and $u_i=w_iv_i\ge0$. The sums are
$$\sum_j u_j=1+w_i(1-1)=1,\qquad \sum_j u_jx_j=c+w_i(x_i-x_i)=c,$$
and the same expansion with $E_j$ gives the energy.

Setting $u_i=0$ instead would not work in general: if $w_i>0$ and the mixture $v$ contains phase $i$ itself, the weights would no longer sum to one.

Lean treats $j=i$ and $j\ne i$ separately for the sign, then expands the three sums.

```lean
/-- Given a mixture `w` of overall composition `c` and a mixture `v` with the composition of phase
`i`, some mixture of composition `c` has the energy of `w` minus the fraction of `i` in `w` times
the energy of `i` relative to `v`. -/
theorem substitute_phase {x : ι → Fin d → ℝ} (E : ι → ℝ) {c : Fin d → ℝ} {w v : ι → ℝ} {i : ι}
    (hw : IsMixture x univ c w) (hv : IsMixture x univ (x i) v) :
    ∃ u, IsMixture x univ c u ∧
      mixEnergy E u = mixEnergy E w - w i * (E i - mixEnergy E v) := by
  classical
  refine ⟨fun j => w j + w i * (v j - if j = i then 1 else 0), ⟨?_, by simp, ?_, ?_⟩, ?_⟩
  · intro j
    show 0 ≤ w j + w i * (v j - if j = i then 1 else 0)
    by_cases h : j = i
    · rw [if_pos h, h]
      nlinarith [mul_nonneg (hw.1 i) (hv.1 i)]
    · rw [if_neg h]
      nlinarith [hw.1 j, mul_nonneg (hw.1 i) (hv.1 j)]
  · simp only [sum_add_distrib, ← mul_sum, sum_sub_distrib, hw.2.2.1, hv.2.2.1,
      sum_ite_eq', mem_univ, if_true]
    ring
  · simp only [add_smul, mul_smul, sub_smul, ite_smul, one_smul, zero_smul, sum_add_distrib,
      ← smul_sum, sum_sub_distrib, sum_ite_eq', mem_univ, if_true, hw.2.2.2, hv.2.2.2,
      sub_self, smul_zero, add_zero]
  · simp only [mixEnergy, add_mul, mul_assoc, sub_mul, ite_mul, one_mul, zero_mul,
      sum_add_distrib, ← mul_sum, sum_sub_distrib, sum_ite_eq', mem_univ, if_true]
    ring
```

## (e) Minimizers avoid unstable phases

Let $w\in M_U(c)$ with $E(w)=m_U(c)$. Show that
$$w\in M_P(c).$$

**Solution.** Let $i\notin P$, so $m_U(x_i)<E_i$. By (b) and (c), some $v\in M_U(x_i)$ has energy $m_U(x_i)$. Part (d) then gives
$$m_U(c)\le E(u)=m_U(c)-w_i\,(E_i-m_U(x_i)).$$
The bracket is positive and $w_i\ge0$, hence $w_i=0$.

It does not matter whether $v$ contains other unstable phases: only its energy enters, and the argument applies to each $i\notin P$ separately. This is what permits simultaneous deletion. Lean assumes $w_i\neq0$ and lets `nlinarith` find the contradiction.

```lean
/-- A mixture of minimum energy at its composition contains only stable phases. -/
theorem minimizer_uses_stable {x : ι → Fin d → ℝ} {E : ι → ℝ} {c : Fin d → ℝ} {w : ι → ℝ}
    (hw : IsMixture x univ c w) (hmin : mixEnergy E w = minEnergy x E univ c) :
    IsMixture x (stablePhases x E) c w := by
  refine ⟨hw.1, fun i hi => ?_, hw.2.2⟩
  have hlt : minEnergy x E univ (x i) < E i := by simpa [stablePhases] using hi
  -- an unstable phase could be replaced by a cheaper mixture of the same composition
  obtain ⟨v, hv, hve⟩ := (minEnergy_isLeast E (pure_phase x E (mem_univ i)).1).1
  obtain ⟨u, hu, hue⟩ := substitute_phase E hw hv
  have hr : c ∈ reachable x univ := ⟨w, hw⟩
  have hle : minEnergy x E univ c ≤ mixEnergy E u := (minEnergy_isLeast E hr).2 ⟨u, hu, rfl⟩
  rw [hue, hve] at hle
  by_contra hne
  have hpos : 0 < w i := lt_of_le_of_ne (hw.1 i) (Ne.symm hne)
  nlinarith [mul_pos hpos (sub_pos.mpr hlt)]
```

## (f) Deleting some or all unstable phases

Let $P\subseteq S$. Show that
$$R_S=R_U,\qquad m_S(c)=m_U(c)\quad\text{for } c\in R_U.$$

**Solution.** By (a), $R_S\subseteq R_U$. For $c\in R_U$, take a minimizer $w$ of the full list. By (e) and (a), $w\in M_S(c)$, so $c\in R_S$ and $m_S(c)\le E(w)=m_U(c)$. Conversely, a minimizer over $S$ is a mixture from $U$, so $m_U(c)\le m_S(c)$.

The statement `key` supplies $w$; `le_antisymm` joins the two inequalities.

```lean
/-- Deleting any collection of unstable phases, all of them or only some, preserves the
reachable compositions and their minimum mixture energies. -/
theorem preservesHull_of_stable_subset {x : ι → Fin d → ℝ} {E : ι → ℝ} {S : Finset ι}
    (hS : stablePhases x E ⊆ S) : PreservesHull x E S := by
  -- a minimizer of the full list is already a mixture of retained phases
  have key : ∀ c ∈ reachable x univ,
      ∃ w, IsMixture x S c w ∧ mixEnergy E w = minEnergy x E univ c := by
    intro c hc
    obtain ⟨w, hw, he⟩ := (minEnergy_isLeast E hc).1
    exact ⟨w, (minimizer_uses_stable hw he).mono hS, he⟩
  refine ⟨Set.Subset.antisymm ?_ ?_, fun c hc => ?_⟩
  · rintro c ⟨w, hw⟩
    exact ⟨w, hw.mono (subset_univ S)⟩
  · intro c hc
    obtain ⟨w, hw, _⟩ := key c hc
    exact ⟨w, hw⟩
  · obtain ⟨w, hw, he⟩ := key c hc
    have hr : c ∈ reachable x S := ⟨w, hw⟩
    apply le_antisymm
    · rw [← he]
      exact (minEnergy_isLeast E hr).2 ⟨w, hw, rfl⟩
    · obtain ⟨v, hv, hve⟩ := (minEnergy_isLeast E hr).1
      rw [← hve]
      exact (minEnergy_isLeast E hc).2 ⟨v, hv.mono (subset_univ S), rfl⟩
```

## (g) Deleting them all at once

Show that the fully pruned list satisfies
$$R_P=R_U,\qquad m_P(c)=m_U(c)\quad\text{for } c\in R_U.$$

**Solution.** Set $S=P$ in (f).

In a binary calculation, let A and B have formation energy 0, AB have −100 meV per atom and A₃B have −30 meV per atom. Half the atoms in A and half in AB give the composition of A₃B at −50 meV per atom. A₃B lies 20 meV per atom too high and is removed; the minimum at its composition stays at −50 meV per atom.

```lean
/-- Simultaneously deleting every phase whose energy lies strictly above the minimum mixture
energy at its own composition leaves the set of reachable compositions and the minimum mixture
energy at each of them unchanged. -/
theorem prune_unstable_phases (x : ι → Fin d → ℝ) (E : ι → ℝ) :
    reachable x (stablePhases x E) = reachable x univ ∧
      ∀ c ∈ reachable x univ,
        minEnergy x E (stablePhases x E) c = minEnergy x E univ c :=
  preservesHull_of_stable_subset (Finset.Subset.refl _)
```

## (h) Energies of the survivors

For $i\in P$, show that
$$m_P(x_i)=E_i.$$

**Solution.** By (g), $m_P(x_i)=m_U(x_i)$. Parts (b) and (c) give $m_U(x_i)\le E_i$, and membership in $P$ excludes strict inequality.

```lean
/-- After pruning, the energy of each remaining phase equals the minimum mixture energy of the
pruned list at its composition. -/
theorem stable_after_pruning {x : ι → Fin d → ℝ} {E : ι → ℝ} {i : ι}
    (hi : i ∈ stablePhases x E) : minEnergy x E (stablePhases x E) (x i) = E i := by
  have hp := pure_phase x E (mem_univ i)
  rw [(prune_unstable_phases x E).2 _ hp.1]
  exact le_antisymm ((minEnergy_isLeast E hp.1).2 hp.2) (not_lt.mp (mem_filter.mp hi).2)
```

## (i) Two phases that tie

Let the full list consist of just two phases, with the same composition $p$ and the same energy $e$. Show that either can be deleted without changing reachable compositions or minimum energies, but not both. With $k\in\{0,1\}$ the retained phase:
$$R_{\{k\}}=R_U,\quad m_{\{k\}}(p)=m_U(p),\qquad R_\emptyset\ne R_U.$$

**Solution.** Every mixture has composition $\sum_i w_ip=p$ and energy $\sum_i w_ie=e$. One phase therefore suffices, and $R_{\{k\}}=R_U=\{p\}$. With no phase left all weights vanish and cannot sum to one, so $R_\emptyset=\emptyset$.

Being removable individually is thus not enough for joint removal. In Lean, `hc` and `he` record the common composition and energy.

```lean
/-- If the full list consists of just two phases, with the same composition `p` and the same energy
`e`, either one can be deleted without changing reachable compositions or minimum energies, but not
both. -/
theorem degenerate_pair_not_jointly_removable (p : Fin d → ℝ) (e : ℝ) :
    (∀ k : Fin 2, PreservesHull (fun _ : Fin 2 => p) (fun _ => e) {k}) ∧
      ¬ PreservesHull (fun _ : Fin 2 => p) (fun _ => e) ∅ := by
  -- every mixture has composition `p` and energy `e`
  have hc : ∀ S c w, IsMixture (fun _ : Fin 2 => p) S c w → c = p := by
    intro S c w hw
    have h := hw.2.2.2
    simp only [← sum_smul, hw.2.2.1, one_smul] at h
    exact h.symm
  have he : ∀ S c, c ∈ reachable (fun _ : Fin 2 => p) S →
      minEnergy (fun _ : Fin 2 => p) (fun _ => e) S c = e := by
    intro S c h
    obtain ⟨w, hw, h2⟩ := (minEnergy_isLeast (fun _ => e) h).1
    rw [← h2]
    simp only [mixEnergy, ← sum_mul, hw.2.2.1, one_mul]
  have hk : ∀ k : Fin 2, p ∈ reachable (fun _ : Fin 2 => p) {k} := fun k =>
    (pure_phase (fun _ : Fin 2 => p) (fun _ => e) (mem_singleton_self k)).1
  refine ⟨fun k => ⟨Set.Subset.antisymm ?_ ?_, ?_⟩, ?_⟩
  · rintro c ⟨w, hw⟩
    exact ⟨w, hw.mono (subset_univ _)⟩
  · rintro c ⟨w, hw⟩
    rw [hc _ c w hw]
    exact hk k
  · rintro c ⟨w, hw⟩
    have hr : c ∈ reachable (fun _ : Fin 2 => p) {k} := by
      rw [hc _ c w hw]
      exact hk k
    rw [he univ c ⟨w, hw⟩, he {k} c hr]
  · intro h
    have hp : p ∈ reachable (fun _ : Fin 2 => p) ∅ := by
      rw [h.1]
      exact (pure_phase (fun _ : Fin 2 => p) (fun _ => e) (mem_univ 0)).1
    obtain ⟨w, hw⟩ := hp
    have h0 : ∀ i, w i = 0 := fun i => hw.2.1 i (by simp)
    have h1 := hw.2.2.1
    simp [h0] at h1

end

end PhasePruning
```

```lean
#print axioms PhasePruning.prune_unstable_phases
#print axioms PhasePruning.stable_after_pruning
#print axioms PhasePruning.degenerate_pair_not_jointly_removable
```

```
'PhasePruning.prune_unstable_phases' depends on axioms: [propext, Classical.choice, Quot.sound]
'PhasePruning.stable_after_pruning' depends on axioms: [propext, Classical.choice, Quot.sound]
'PhasePruning.degenerate_pair_not_jointly_removable' depends on axioms: [propext, Classical.choice, Quot.sound]
```
